# The eikonal cross-section of a continuous, compactly supported phase exceeds neither its Born value nor four times the scattering area

In the small-angle, high-energy picture, a total elastic cross-section can be estimated from a projected atomic potential by converting the potential into a phase map $\theta(\mathbf b)$ and summing a function of the phase over the pixels. The Born approximation sums $\theta^2$; the eikonal approximation sums $2(1-\cos\theta)$. The difference between the two can be bounded from the phase map itself.

Write $\theta=Z\varphi$, where $\mathbf b$ is the impact parameter in the plane perpendicular to the beam, $\varphi$ is a fixed real phase profile and $Z$ is a real strength. The eikonal cross-section is

$$s(Z)=\int |1-e^{iZ\varphi(\mathbf b)}|^2\,d^2b .$$

Let $\varphi$ be continuous and vanish outside a bounded region, and let $A$ be the area of the set where $\varphi\neq0$. Then

$$0\le Z^2\!\int\varphi^2\,d^2b-s(Z)\le \frac{Z^4}{12}\int\varphi^4\,d^2b,\qquad s(Z)\le 4A .$$

For elastic electron scattering from a thin, non-absorbing object whose phase keeps its shape as $Z$ varies, the quadratic Born law therefore never underestimates the eikonal cross-section. If the phase is not identically zero, the Born value grows without limit while the eikonal value stays below a fixed ceiling, so the Born law fails as an approximation to the eikonal one at large strength.

## From the phase to the bounds

The modulus squared is

$$|1-e^{i\theta}|^2=(1-\cos\theta)^2+\sin^2\theta=2(1-\cos\theta),$$

so $s(Z)=2\int(1-\cos Z\varphi)\,d^2b$. Since $1-\cos\theta=2\sin^2(\theta/2)\le\theta^2/2$, the integrand is at most $\theta^2$.

For a bound from the other side, take $y\ge0$ and set $u(y)=\sin y-y+y^3/6$. Then $u(0)=0$ and $u'(y)=\cos y-1+y^2/2\ge0$, so $u(y)\ge0$. Next set $v(y)=1-y^2/2+y^4/24-\cos y$. Again $v(0)=0$, and $v'(y)=u(y)\ge0$, so $v(y)\ge0$. Because $v$ is even, this holds for every real argument. Doubling and rearranging gives

$$\theta^2-\frac{\theta^4}{12}\le 2(1-\cos\theta)\le\theta^2 .$$

Put $\theta=Z\varphi(\mathbf b)$ and integrate. Every term is continuous and vanishes where $\varphi$ does, so all the integrals are finite, and the first two bounds follow. For the third, the integrand is zero where $\varphi=0$ and at most $4$ elsewhere, so its integral is at most $4A$.

If $Z\ne0$ and $\varphi(\mathbf b_0)\ne0$ at some point $\mathbf b_0$, the difference $\theta^2-2(1-\cos\theta)$ is strictly positive there. By continuity it is positive on a neighbourhood, and it is nowhere negative, so $s(Z)<Z^2\int\varphi^2\,d^2b$.

Dividing the bounds by $Z^2$ gives, for $Z\neq0$,

$$\int\varphi^2\,d^2b-\frac{Z^2}{12}\int\varphi^4\,d^2b\le\frac{s(Z)}{Z^2}\le\int\varphi^2\,d^2b,\qquad 0\le\frac{s(Z)}{Z^2}\le\frac{4A}{Z^2}.$$

Hence $s(Z)/Z^2$ tends to $\int\varphi^2\,d^2b$ as $Z\to0$ and to zero as $Z\to\infty$.

## A conical phase in numbers

On a grid with pixel area $a$, the Born value is $a\sum\theta^2$, and the amount by which it exceeds the eikonal sum is at most $a\sum\theta^4/12$. Both sums come from the same phase map.

A cone shows the sizes involved. Let $\varphi=1-b/R$ for $b=|\mathbf b|<R$ and zero outside, so that $Z$ is the peak phase in radians and $A=\pi R^2$. Direct integration gives

$$Z^2\!\int\varphi^2\,d^2b=\frac{Z^2}{6}\pi R^2,\qquad \frac{Z^4}{12}\int\varphi^4\,d^2b=\frac{Z^4}{180}\pi R^2,$$

$$s(Z)=2\pi R^2\left[1-\frac{2(1-\cos Z)}{Z^2}\right]\quad(Z\ne0).$$

At $Z=1$, in units of $\pi R^2$, the Born value is $0.1667$ and the eikonal value $0.1612$. Their difference, $0.0055$, lies just under the bound $0.0056$. At $Z=10$ the Born value has risen to $16.7$, far above the ceiling of $4$, while the eikonal value is about $1.93$.

## The profile function and its intensity in Lean

The impact plane is two-dimensional Euclidean space, and integrals over it use ordinary area.

```lean
import Mathlib

open MeasureTheory Filter Topology

namespace EikonalCrossSection

noncomputable section

/-- The plane of impact parameters, perpendicular to the incident beam. -/
abbrev ImpactPlane := EuclideanSpace ℝ (Fin 2)
```

The profile function is the difference between the incident and transmitted waves, with the sign convention $e^{+iZ\varphi}$. A real phase means that the object does not absorb.

```lean
/-- The eikonal profile function `1 - exp(i Z φ(b))`: the incident wave, of unit amplitude, minus
the transmitted wave at impact parameter `b` for the phase `φ` scaled by the strength `Z`. -/
def profile (φ : ImpactPlane → ℝ) (Z : ℝ) (b : ImpactPlane) : ℂ :=
  1 - Complex.exp (((Z * φ b : ℝ) : ℂ) * Complex.I)
```

The cross-section is defined as the integral of the squared profile. This stands for the small-angle picture in which the scattered amplitude is, up to a constant factor, the Fourier transform of the profile, and Parseval's theorem turns the sum over transverse momentum transfers into an integral over the plane. The wave equation behind that picture is not part of the development.

```lean
/-- The eikonal cross-section: the squared modulus of the profile function, integrated over
the impact plane. -/
def crossSection (φ : ImpactPlane → ℝ) (Z : ℝ) : ℝ :=
  ∫ b, ‖profile φ Z b‖ ^ 2
```

The cosine formula is derived from these definitions. The proof computes the real part $1-\cos Z\varphi$ and the imaginary part $-\sin Z\varphi$, then uses $\sin^2+\cos^2=1$ in the `linear_combination` step.

```lean
/-- The scattered intensity at impact parameter `b` is `2 (1 - cos (Z φ(b)))`. -/
theorem norm_sq_profile (φ : ImpactPlane → ℝ) (Z : ℝ) (b : ImpactPlane) :
    ‖profile φ Z b‖ ^ 2 = 2 * (1 - Real.cos (Z * φ b)) := by
  have hre : (profile φ Z b).re = 1 - Real.cos (Z * φ b) := by
    rw [profile, Complex.sub_re, Complex.one_re, Complex.exp_ofReal_mul_I_re]
  have him : (profile φ Z b).im = -Real.sin (Z * φ b) := by
    rw [profile, Complex.sub_im, Complex.one_im, Complex.exp_ofReal_mul_I_im, zero_sub]
  rw [Complex.sq_norm, Complex.normSq_apply, hre, him]
  linear_combination Real.sin_sq_add_cos_sq (Z * φ b)
```

Integrating gives the familiar form of $s(Z)$. The identity needs no condition on $\varphi$, because Lean assigns the value zero to the integral of any function that is not integrable; the later theorems assume enough for the integrals to be genuine.

```lean
/-- The eikonal cross-section is twice the integral of `1 - cos (Z φ)`. -/
theorem crossSection_eq (φ : ImpactPlane → ℝ) (Z : ℝ) :
    crossSection φ Z = 2 * ∫ b, (1 - Real.cos (Z * φ b)) := by
  simp only [crossSection, norm_sq_profile, integral_const_mul]
```

## The quartic bound on the cosine

The argument used twice by hand, that a differentiable function starting at zero with non-negative slope stays non-negative, is stated once. It follows from monotonicity on the half-line.

```lean
/-- A differentiable function on the real line that vanishes at the origin and has non-negative
slope at every `x ≥ 0` is non-negative at every `x ≥ 0`. -/
theorem nonneg_of_slope {f f' : ℝ → ℝ} (hf : ∀ x, HasDerivAt f (f' x) x) (h0 : f 0 = 0)
    (h : ∀ x, 0 ≤ x → 0 ≤ f' x) {x : ℝ} (hx : 0 ≤ x) : 0 ≤ f x := by
  have hm : MonotoneOn f (Set.Ici 0) :=
    monotoneOn_of_deriv_nonneg (convex_Ici 0)
      (fun y _ => (hf y).continuousAt.continuousWithinAt)
      (fun y _ => (hf y).differentiableAt.differentiableWithinAt)
      (fun y hy => by
        rw [interior_Ici] at hy
        rw [(hf y).deriv]
        exact h y (Set.mem_Ioi.1 hy).le)
  have h1 := hm (Set.mem_Ici.2 le_rfl) (Set.mem_Ici.2 hx) hx
  rwa [h0] at h1
```

In the next proof, `hsin` is the statement $u\ge0$ and `hcos` is $v\ge0$. Each supplies a function and its derivative to `nonneg_of_slope`, and `hsin` is the slope condition for `hcos`. The starting inequality $1-y^2/2\le\cos y$ comes from Mathlib. The final case split handles negative $x$ by evenness.

```lean
/-- For every real phase `x`, the quadratic term `x²` exceeds `2 (1 - cos x)` by at most
`x⁴/12`. -/
theorem sq_le_intensity_add (x : ℝ) : x ^ 2 ≤ 2 * (1 - Real.cos x) + x ^ 4 / 12 := by
  -- first integration: the cubic lower bound for the sine
  have hsin : ∀ y : ℝ, 0 ≤ y → 0 ≤ Real.sin y - y + y ^ 3 / 6 := fun y hy =>
    nonneg_of_slope (f := fun y => Real.sin y - y + y ^ 3 / 6)
      (f' := fun y => Real.cos y - 1 + y ^ 2 / 2)
      (fun z => (((Real.hasDerivAt_sin z).fun_sub (hasDerivAt_id' z)).fun_add
        ((hasDerivAt_pow 3 z).div_const 6)).congr_deriv (by norm_num; ring))
      (by simp) (fun z _ => by linarith [Real.one_sub_sq_div_two_le_cos (x := z)]) hy
  -- second integration: the quartic upper bound for the cosine
  have hcos : ∀ y : ℝ, 0 ≤ y → 0 ≤ 1 - y ^ 2 / 2 + y ^ 4 / 24 - Real.cos y := fun y hy =>
    nonneg_of_slope (f := fun y => 1 - y ^ 2 / 2 + y ^ 4 / 24 - Real.cos y)
      (f' := fun y => Real.sin y - y + y ^ 3 / 6)
      (fun z => ((((hasDerivAt_const z (1 : ℝ)).fun_sub
        ((hasDerivAt_pow 2 z).div_const 2)).fun_add
        ((hasDerivAt_pow 4 z).div_const 24)).fun_sub
        (Real.hasDerivAt_cos z)).congr_deriv (by norm_num; ring))
      (by simp) hsin hy
  rcases le_total 0 x with hx | hx
  · linarith [hcos x hx]
  · have h := hcos (-x) (by linarith)
    have e2 : (-x) ^ 2 = x ^ 2 := by ring
    have e4 : (-x) ^ 4 = x ^ 4 := by ring
    rw [Real.cos_neg, e2, e4] at h
    linarith
```

## The integrated bounds

Integrability is settled for all the integrands together: a continuous function $g$ with $g(0)=0$, applied to $\varphi$, is again continuous and compactly supported.

```lean
/-- A continuous function of a continuous, compactly supported phase is integrable over the
impact plane if it vanishes at zero phase. -/
theorem integrable_of_phase {φ : ImpactPlane → ℝ} (hφ : Continuous φ)
    (hc : HasCompactSupport φ) {g : ℝ → ℝ} (hg : Continuous g) (h0 : g 0 = 0) :
    Integrable (fun b => g (φ b)) :=
  (hg.comp hφ).integrable_of_hasCompactSupport (hc.comp_left h0)
```

The main theorem has two hypotheses: `Continuous φ`, and `HasCompactSupport φ`, which says that the closure of the set where $\varphi\ne0$ is compact. The strength `Z` may be any real number, including zero and negative values. The area $A$ is `volume.real (Function.support φ)`, the area of the non-zero set itself; the closed support contains this set, so the ceiling also holds with the area of the closed support.

The Born value appears as the expression `Z ^ 2 * (∫ b, φ b ^ 2)`, which results from replacing $1-e^{i\theta}$ by $-i\theta$. The hypotheses idealise an atom. The projected potential of a screened point nucleus diverges logarithmically at $b=0$, and its tail need not end at a finite radius, so the theorems apply to such a phase only after it has been made continuous at the centre and brought continuously to zero at a finite radius.

In the proof, `h2` and `h4` move the powers of $Z$ inside the integrals, and `iS`, `i2` and `i4` record integrability. The first two bounds then follow from `integral_mono`, which integrates a pointwise inequality. For the ceiling, `hz` says that the integrand vanishes where the phase does, so the integral can be restricted to the non-zero set, where the intensity is at most four.

```lean
/-- For a continuous, compactly supported phase, the eikonal cross-section does not exceed the Born
value `Z² ∫ φ²`, differs from it by at most `(Z⁴/12) ∫ φ⁴`, and does not exceed four times the area
on which the phase is non-zero. -/
theorem eikonal_born_bounds {φ : ImpactPlane → ℝ} (hφ : Continuous φ)
    (hc : HasCompactSupport φ) (Z : ℝ) :
    0 ≤ Z ^ 2 * (∫ b, φ b ^ 2) - crossSection φ Z ∧
    Z ^ 2 * (∫ b, φ b ^ 2) - crossSection φ Z ≤ Z ^ 4 / 12 * ∫ b, φ b ^ 4 ∧
    crossSection φ Z ≤ 4 * volume.real (Function.support φ) := by
  have hs : crossSection φ Z = ∫ b, 2 * (1 - Real.cos (Z * φ b)) := by
    simp only [crossSection, norm_sq_profile]
  have h2 : Z ^ 2 * (∫ b, φ b ^ 2) = ∫ b, (Z * φ b) ^ 2 := by
    rw [← integral_const_mul]
    congr 1
    ext b
    ring
  have h4 : Z ^ 4 / 12 * (∫ b, φ b ^ 4) = ∫ b, (Z * φ b) ^ 4 / 12 := by
    rw [← integral_const_mul]
    congr 1
    ext b
    ring
  have iS : Integrable (fun b => 2 * (1 - Real.cos (Z * φ b))) :=
    integrable_of_phase hφ hc (g := fun t => 2 * (1 - Real.cos (Z * t)))
      (by fun_prop) (by simp)
  have i2 : Integrable (fun b => (Z * φ b) ^ 2) :=
    integrable_of_phase hφ hc (g := fun t => (Z * t) ^ 2) (by fun_prop) (by simp)
  have i4 : Integrable (fun b => (Z * φ b) ^ 4 / 12) :=
    integrable_of_phase hφ hc (g := fun t => (Z * t) ^ 4 / 12) (by fun_prop) (by simp)
  have hle : ∀ x : ℝ, 2 * (1 - Real.cos x) ≤ x ^ 2 := fun x => by
    linarith [Real.one_sub_sq_div_two_le_cos (x := x)]
  refine ⟨?_, ?_, ?_⟩
  · rw [h2, hs]
    exact sub_nonneg.2 (integral_mono iS i2 (fun b => hle (Z * φ b)))
  · have key : ∫ b, (Z * φ b) ^ 2 ≤
        ∫ b, (2 * (1 - Real.cos (Z * φ b)) + (Z * φ b) ^ 4 / 12) :=
      integral_mono i2 (iS.add i4) (fun b => sq_le_intensity_add (Z * φ b))
    rw [integral_add iS i4] at key
    rw [h2, h4, hs]
    linarith
  · -- only the region with non-zero phase scatters, with intensity at most four
    have hfin : volume (Function.support φ) < ⊤ :=
      (measure_mono (subset_tsupport φ)).trans_lt hc.isCompact.measure_lt_top
    have hz : ∀ b, b ∉ Function.support φ → 2 * (1 - Real.cos (Z * φ b)) = 0 := by
      intro b hb
      rw [Function.notMem_support.1 hb]
      simp
    rw [hs, ← setIntegral_eq_integral_of_forall_compl_eq_zero hz]
    refine (Real.le_norm_self _).trans (norm_setIntegral_le_of_norm_le_const hfin ?_)
    intro b _
    rw [Real.norm_eq_abs, abs_le]
    constructor <;> linarith [Real.neg_one_le_cos (Z * φ b), Real.cos_le_one (Z * φ b)]
```

The ceiling bounds $s(Z)$ without giving it a limit: a plateau of area $A_c$ on which $\varphi=c\neq0$ contributes $2A_c(1-\cos Zc)$, which keeps oscillating as $Z$ grows.

## Strict inequality and the two limits

Strictness needs a non-zero strength and one point `b₀` with non-zero phase. The function `g` is the Born integrand minus the eikonal one. It is non-negative everywhere and positive at `b₀`, so Mathlib's positivity theorem for continuous functions gives a positive integral, which `hsplit` identifies as the difference of the two cross-sections.

```lean
/-- For non-zero strength and a continuous, compactly supported phase that is non-zero
somewhere, the eikonal cross-section is strictly smaller than the Born value. -/
theorem crossSection_lt_born {φ : ImpactPlane → ℝ} (hφ : Continuous φ)
    (hc : HasCompactSupport φ) {Z : ℝ} (hZ : Z ≠ 0) {b₀ : ImpactPlane} (hb : φ b₀ ≠ 0) :
    crossSection φ Z < Z ^ 2 * ∫ b, φ b ^ 2 := by
  let g : ℝ → ℝ := fun t => Z ^ 2 * t ^ 2 - 2 * (1 - Real.cos (Z * t))
  have hg : Continuous g := by fun_prop
  have hpos : 0 < ∫ b, (g ∘ φ) b := by
    refine Continuous.integral_pos_of_hasCompactSupport_nonneg_nonzero (x := b₀)
      (hg.comp hφ) (hc.comp_left (by simp [g])) (fun b => ?_) (ne_of_gt ?_)
    · change 0 ≤ Z ^ 2 * φ b ^ 2 - 2 * (1 - Real.cos (Z * φ b))
      nlinarith [Real.one_sub_sq_div_two_le_cos (x := Z * φ b)]
    · change 0 < Z ^ 2 * φ b₀ ^ 2 - 2 * (1 - Real.cos (Z * φ b₀))
      nlinarith [Real.one_sub_sq_div_two_lt_cos (mul_ne_zero hZ hb)]
  have hsplit : ∫ b, (g ∘ φ) b = Z ^ 2 * (∫ b, φ b ^ 2) - crossSection φ Z := by
    simp only [crossSection, norm_sq_profile]
    rw [← integral_const_mul]
    exact integral_sub
      (integrable_of_phase hφ hc (g := fun t => Z ^ 2 * t ^ 2) (by fun_prop) (by simp))
      (integrable_of_phase hφ hc (g := fun t => 2 * (1 - Real.cos (Z * t)))
        (by fun_prop) (by simp))
  linarith
```

In the weak-coupling limit, `𝓝[≠] 0` means that $Z$ approaches zero through non-zero values. The proof squeezes $s(Z)/Z^2$ between the two bounds found by hand; `hl` shows that the lower one tends to $\int\varphi^2\,d^2b$.

```lean
/-- Weak coupling: for a continuous, compactly supported phase, the cross-section divided by
`Z²` tends to the Born coefficient `∫ φ²` as `Z` tends to zero through non-zero values. -/
theorem tendsto_born {φ : ImpactPlane → ℝ} (hφ : Continuous φ) (hc : HasCompactSupport φ) :
    Tendsto (fun Z => crossSection φ Z / Z ^ 2) (𝓝[≠] 0) (𝓝 (∫ b, φ b ^ 2)) := by
  have hl : ∀ P Q : ℝ, Tendsto (fun Z : ℝ => P - Z ^ 2 / 12 * Q) (𝓝[≠] 0) (𝓝 P) := by
    intro P Q
    have hcont : Continuous (fun Z : ℝ => P - Z ^ 2 / 12 * Q) := by fun_prop
    exact (hcont.tendsto' 0 P (by simp)).mono_left nhdsWithin_le_nhds
  refine tendsto_of_tendsto_of_tendsto_of_le_of_le' (hl _ (∫ b, φ b ^ 4))
    tendsto_const_nhds ?_ ?_
  · filter_upwards [self_mem_nhdsWithin] with Z hZ
    have hp : 0 < Z ^ 2 := pow_pos_of_ne hZ
    rw [le_div_iff₀ hp]
    linarith [(eikonal_born_bounds hφ hc Z).2.1]
  · filter_upwards [self_mem_nhdsWithin] with Z hZ
    have hp : 0 < Z ^ 2 := pow_pos_of_ne hZ
    rw [div_le_iff₀ hp]
    linarith [(eikonal_born_bounds hφ hc Z).1]
where
  pow_pos_of_ne {Z : ℝ} (hZ : Z ≠ 0) : 0 < Z ^ 2 := by positivity
```

At strong coupling, `atTop` means $Z\to+\infty$. The quotient is squeezed between zero and $4A/Z^2$.

```lean
/-- Strong coupling: for a continuous, compactly supported phase, the cross-section divided by
`Z²` tends to zero as `Z` grows. -/
theorem tendsto_saturated {φ : ImpactPlane → ℝ} (hφ : Continuous φ)
    (hc : HasCompactSupport φ) :
    Tendsto (fun Z => crossSection φ Z / Z ^ 2) atTop (𝓝 0) := by
  have hu : Tendsto (fun Z : ℝ => 4 * volume.real (Function.support φ) / Z ^ 2)
      atTop (𝓝 0) := (tendsto_pow_atTop two_ne_zero).const_div_atTop _
  refine squeeze_zero (fun Z => ?_) (fun Z => ?_) hu
  · exact div_nonneg (integral_nonneg fun b => sq_nonneg _) (sq_nonneg Z)
  · exact div_le_div_of_nonneg_right (eikonal_born_bounds hφ hc Z).2.2 (sq_nonneg Z)

end

end EikonalCrossSection
```

```lean
#print axioms EikonalCrossSection.eikonal_born_bounds
#print axioms EikonalCrossSection.crossSection_lt_born
#print axioms EikonalCrossSection.tendsto_born
#print axioms EikonalCrossSection.tendsto_saturated
```

```
'EikonalCrossSection.eikonal_born_bounds' depends on axioms: [propext, Classical.choice, Quot.sound]
'EikonalCrossSection.crossSection_lt_born' depends on axioms: [propext, Classical.choice, Quot.sound]
'EikonalCrossSection.tendsto_born' depends on axioms: [propext, Classical.choice, Quot.sound]
'EikonalCrossSection.tendsto_saturated' depends on axioms: [propext, Classical.choice, Quot.sound]
```
